# Noncanonical MP2 amplitudes exist and are unique for symmetric Fock blocks with a positive orbital gap

Put one occupied and one virtual spatial orbital at the same energy, and the MP2 amplitude equation becomes $A + 0\cdot t = 0$. It has no solution if the integral $A$ is nonzero, and every $t$ solves it if $A$ vanishes. With canonical orbitals I can see such trouble in the energy denominators. With localised orbitals the Fock matrix is not diagonal within the occupied or the virtual space, so there are no denominators to inspect, only a coupled linear system:

$$A_{ijab}+\sum_c\left(G_{ac}t_{ijcb}+G_{bc}t_{ijac}\right)-\sum_k\left(F_{ik}t_{kjab}+F_{jk}t_{ikab}\right)=0 .$$

The orbitals are real and orthonormal; $i,j,k$ label occupied and $a,b,c$ virtual ones, $F$ and $G$ are the occupied and virtual Fock blocks, and $t$ holds the amplitudes. I believe that a positive gap between the spectra of $F$ and $G$ guarantees exactly one solution. Can this be proved without transforming the amplitude equations to canonical orbitals, and can the proof be checked by machine?

## The gap makes the amplitude equations positive definite

Yes. Write the equations as $A+Lt=0$, where $L$ is the linear map given by the two sums, and let $\langle s,t\rangle=\sum_{ijab}s_{ijab}t_{ijab}$. The aim is to show that $\langle t,Lt\rangle>0$ for every $t\neq0$.

The first Fock term contributes

$$\sum_{ijab}t_{ijab}\sum_c G_{ac}t_{ijcb}=\sum_{ijb}x^{T}Gx,\qquad x_a=t_{ijab},$$

with $i,j,b$ held fixed inside $x$. The other three terms work the same way, so $\langle t,Lt\rangle$ is two families of quadratic forms in $G$ minus two families in $F$.

Let $u_k$ be orthonormal eigenvectors of $F$ with eigenvalues $\varepsilon_k$. These are the canonical occupied orbitals, but they serve only to bound a quadratic form; the amplitude equations stay in the original basis. Since $F$ is symmetric, $u_k\cdot Fx=\varepsilon_k\,(u_k\cdot x)$. Expanding in this basis gives, for any real $m$,

$$x^{T}Fx-m\,x^{T}x=\sum_k(\varepsilon_k-m)(u_k\cdot x)^2 .$$

If all eigenvalues of $F$ are at most $\mu$, setting $m=\mu$ gives $x^TFx\le\mu\,x^Tx$. If all those of $G$ are at least $\nu$, the same expansion gives $x^TGx\ge\nu\,x^Tx$. In each of the four families the squared norms $x^Tx$ add up to $\langle t,t\rangle$, hence

$$\langle t,Lt\rangle\ \ge\ 2(\nu-\mu)\langle t,t\rangle .$$

A nonzero $t$ requires at least one occupied and one virtual orbital. We may then take $\mu$ as the highest occupied and $\nu$ as the lowest virtual eigenvalue, and the right-hand side is positive.

So $Lt=0$ forces $t=0$, and $L$ is injective. On a finite-dimensional space it is therefore also onto, and some $t$ satisfies $Lt=-A$. Injectivity makes it the only one.

## Two coupled virtual orbitals in numbers

Take one occupied spatial orbital with $F=-1$ and two virtual ones with

$$G=\begin{pmatrix}1&\tfrac12\\ \tfrac12&1\end{pmatrix},$$

whose eigenvalues are $\tfrac12$ and $\tfrac32$. The amplitudes form a $2\times2$ matrix $T$, and the equations read $A+GT+TG+2T=0$. For $A$ equal to the identity the solution is

$$T=-(2G+2)^{-1}=-\frac1{15}\begin{pmatrix}4&-1\\-1&4\end{pmatrix}.$$

Its contraction with $A$ is $-\tfrac8{15}$. Using energy denominators built from the diagonal Fock elements alone, here $1+1+2=4$, would give $T=-\tfrac14$ times the identity and a contraction of $-\tfrac12$, which misses the coupling. The bound holds as well: $\langle T,LT\rangle=\tfrac{120}{225}$, while $2(\nu-\mu)\langle T,T\rangle=3\cdot\tfrac{34}{225}=\tfrac{102}{225}$.

## What `existsUnique_amplitudes` says

For symmetric `F` and `G` with every eigenvalue of `G` strictly above every eigenvalue of `F`, and for any integrals `A`, there is exactly one `t` with `SolvesMP2 F G A t`.

- `o` and `v` are the finite sets of occupied and virtual orbitals, and `Amp o v` is the type of real arrays $t_{ijab}$.
- `fockAction F G` is $L$, and `pair` is the full contraction $\langle s,t\rangle$. The comments in the code call $L$ the Fock operator on amplitudes; it is not the one-electron Fock operator, whose blocks are `F` and `G`.
- `hF` and `hG` state that the blocks are Hermitian, which for real matrices means symmetric.
- `gap` is the positive HOMO–LUMO gap. It is assumed here, not derived from a self-consistent field calculation.

The array `A` carries no symmetry requirement, so it can hold antisymmetrised spin-orbital integrals or closed-shell spatial ones. The equations contain no overlap matrix, which presupposes orthonormal orbitals, and no single excitations. The MP2 energy and its behaviour under orbital rotations are not treated.

For a code that solves the full MP2 equations in real, orthonormal localised orbitals, a gap means that the iterative solver has a single target; whether and how fast it converges is a separate matter. Local-correlation methods that truncate the amplitudes or use nonorthogonal virtual orbitals solve modified equations, which the theorem does not cover.

In Lean 4 with Mathlib:

```lean
import Mathlib

open Matrix Finset

namespace NoncanonicalMP2

variable {o v : Type*} [Fintype o] [Fintype v]

/-- Real arrays with two occupied indices `i, j` and two virtual indices `a, b`. -/
abbrev Amp (o v : Type*) := o → o → v → v → ℝ

/-- The full contraction `∑ s_ijab t_ijab` of two arrays. -/
def pair (s t : Amp o v) : ℝ := ∑ i, ∑ j, ∑ a, ∑ b, s i j a b * t i j a b

/-- The Fock terms of the MP2 equations, as a linear map on amplitudes; `F` is the occupied
and `G` the virtual Fock block. -/
def fockAction (F : Matrix o o ℝ) (G : Matrix v v ℝ) : Amp o v →ₗ[ℝ] Amp o v where
  toFun t := fun i j a b =>
    ∑ c, (G a c * t i j c b + G b c * t i j a c) - ∑ k, (F i k * t k j a b + F j k * t i k a b)
  map_add' s t := by
    funext i j a b
    simp only [Pi.add_apply, mul_add, sum_add_distrib]
    ring
  map_smul' r t := by
    funext i j a b
    simp only [Pi.smul_apply, smul_eq_mul, RingHom.id_apply, mul_left_comm _ r, ← mul_add,
      ← mul_sum, ← mul_sub]

/-- The noncanonical MP2 equations for amplitudes `t` with integrals `A`. -/
def SolvesMP2 (F : Matrix o o ℝ) (G : Matrix v v ℝ) (A t : Amp o v) : Prop :=
  A + fockAction F G t = 0

/-- A real symmetric matrix has a symmetric bilinear form. -/
theorem dot_symm {F : Matrix o o ℝ} (hF : F.IsHermitian) (x y : o → ℝ) :
    x ⬝ᵥ F *ᵥ y = y ⬝ᵥ F *ᵥ x := by
  have hT : Fᵀ = F := by
    ext i j
    simpa using hF.apply i j
  rw [Matrix.dotProduct_mulVec, ← Matrix.mulVec_transpose, hT, dotProduct_comm]

/-- The quadratic form of a real symmetric matrix, measured from a reference level `m`, is the
sum of its shifted eigenvalues weighted by squared components along the eigenvectors. -/
theorem rayleigh [DecidableEq o] {F : Matrix o o ℝ} (hF : F.IsHermitian) (m : ℝ) (x : o → ℝ) :
    x ⬝ᵥ F *ᵥ x - m * (x ⬝ᵥ x) =
      ∑ k, (hF.eigenvalues k - m) * ((hF.eigenvectorBasis k).ofLp ⬝ᵥ x) ^ 2 := by
  -- Parseval's identity in the eigenbasis
  have P : ∀ y z : o → ℝ, ∑ k, ((hF.eigenvectorBasis k).ofLp ⬝ᵥ y) *
      ((hF.eigenvectorBasis k).ofLp ⬝ᵥ z) = y ⬝ᵥ z := by
    intro y z
    have h := hF.eigenvectorBasis.sum_inner_mul_inner (WithLp.toLp 2 y) (WithLp.toLp 2 z)
    simp only [EuclideanSpace.inner_eq_star_dotProduct, star_trivial] at h
    rw [dotProduct_comm y z]
    refine Eq.trans (sum_congr rfl fun k _ => ?_) h
    rw [dotProduct_comm _ z]
  rw [← P x (F *ᵥ x), ← P x x, mul_sum, ← sum_sub_distrib]
  refine sum_congr rfl fun k _ => ?_
  rw [dot_symm hF _ x, hF.mulVec_eigenvectorBasis, dotProduct_smul, smul_eq_mul,
    dotProduct_comm x]
  ring

/-- Contracting `s` with the Fock terms of `t` gives one family of one-index matrix elements for
each of the four orbital indices. -/
theorem pair_fockAction (F : Matrix o o ℝ) (G : Matrix v v ℝ) (s t : Amp o v) :
    pair s (fockAction F G t) =
      ((∑ i, ∑ j, ∑ b, (fun a => s i j a b) ⬝ᵥ G *ᵥ (fun a => t i j a b)) +
        ∑ i, ∑ j, ∑ a, (fun b => s i j a b) ⬝ᵥ G *ᵥ (fun b => t i j a b)) -
      ((∑ j, ∑ a, ∑ b, (fun i => s i j a b) ⬝ᵥ F *ᵥ (fun i => t i j a b)) +
        ∑ i, ∑ a, ∑ b, (fun j => s i j a b) ⬝ᵥ F *ᵥ (fun j => t i j a b)) := by
  simp only [pair, fockAction, LinearMap.coe_mk, AddHom.coe_mk, dotProduct, Matrix.mulVec,
    mul_sub, mul_add, sum_add_distrib, sum_sub_distrib]
  -- only the order of summation differs
  refine congrArg₂ (· - ·) (congrArg₂ (· + ·) ?_ rfl) (congrArg₂ (· + ·) ?_ ?_)
  · exact sum_congr rfl fun i _ => sum_congr rfl fun j _ => sum_comm
  · exact sum_comm.trans (sum_congr rfl fun j _ =>
      sum_comm.trans (sum_congr rfl fun a _ => sum_comm))
  · exact sum_congr rfl fun i _ => sum_comm.trans (sum_congr rfl fun a _ => sum_comm)

variable [DecidableEq o] [DecidableEq v] {F : Matrix o o ℝ} {G : Matrix v v ℝ}

/-- If the symmetric occupied block has its spectrum below `μ` and the symmetric virtual block
above `ν` (bounds included), the Fock operator on amplitudes is bounded below by `2 (ν - μ)`. -/
theorem fockAction_lower_bound (hF : F.IsHermitian) (hG : G.IsHermitian) {μ ν : ℝ}
    (hμ : ∀ i, hF.eigenvalues i ≤ μ) (hν : ∀ a, ν ≤ hG.eigenvalues a) (t : Amp o v) :
    2 * (ν - μ) * pair t t ≤ pair t (fockAction F G t) := by
  -- compare with the scalar Fock blocks `μ` and `ν`
  have hs : fockAction (μ • (1 : Matrix o o ℝ)) (ν • (1 : Matrix v v ℝ)) t
      = (2 * (ν - μ)) • t := by
    funext i j a b
    simp [fockAction, Matrix.smul_apply, Matrix.one_apply, sum_add_distrib]
    ring
  have hp : ∀ r : ℝ, pair t (r • t) = r * pair t t := by
    intro r
    simp only [pair, Pi.smul_apply, smul_eq_mul, mul_left_comm _ r, ← mul_sum]
  have bF : ∀ x : o → ℝ, x ⬝ᵥ F *ᵥ x ≤ x ⬝ᵥ (μ • (1 : Matrix o o ℝ)) *ᵥ x := by
    intro x
    have h := rayleigh hF μ x
    have h' := sum_nonpos fun k (_ : k ∈ univ) => mul_nonpos_of_nonpos_of_nonneg
      (sub_nonpos.2 (hμ k)) (sq_nonneg ((hF.eigenvectorBasis k).ofLp ⬝ᵥ x))
    rw [Matrix.smul_mulVec, Matrix.one_mulVec, dotProduct_smul, smul_eq_mul]
    linarith
  have bG : ∀ x : v → ℝ, x ⬝ᵥ (ν • (1 : Matrix v v ℝ)) *ᵥ x ≤ x ⬝ᵥ G *ᵥ x := by
    intro x
    have h := rayleigh hG ν x
    have h' := sum_nonneg fun k (_ : k ∈ univ) => mul_nonneg
      (sub_nonneg.2 (hν k)) (sq_nonneg ((hG.eigenvectorBasis k).ofLp ⬝ᵥ x))
    rw [Matrix.smul_mulVec, Matrix.one_mulVec, dotProduct_smul, smul_eq_mul]
    linarith
  rw [← hp, ← hs, pair_fockAction, pair_fockAction]
  refine sub_le_sub (add_le_add ?_ ?_) (add_le_add ?_ ?_)
  all_goals refine sum_le_sum fun _ _ => sum_le_sum fun _ _ => sum_le_sum fun _ _ => ?_
  · exact bG _
  · exact bG _
  · exact bF _
  · exact bF _

/-- For symmetric Fock blocks with every virtual eigenvalue above every occupied one, the Fock
operator is positive definite on amplitudes. -/
theorem fockAction_pos (hF : F.IsHermitian) (hG : G.IsHermitian)
    (gap : ∀ i a, hF.eigenvalues i < hG.eigenvalues a) {t : Amp o v} (ht : t ≠ 0) :
    0 < pair t (fockAction F G t) := by
  obtain ⟨i, hi⟩ := Function.ne_iff.mp ht
  obtain ⟨j, hj⟩ := Function.ne_iff.mp hi
  obtain ⟨a, ha⟩ := Function.ne_iff.mp hj
  obtain ⟨b, hb⟩ := Function.ne_iff.mp ha
  have hn : 0 < pair t t :=
    sum_pos' (fun _ _ => sum_nonneg fun _ _ => sum_nonneg fun _ _ => sum_nonneg fun _ _ =>
      mul_self_nonneg _) ⟨i, mem_univ _, sum_pos' (fun _ _ => sum_nonneg fun _ _ =>
      sum_nonneg fun _ _ => mul_self_nonneg _) ⟨j, mem_univ _, sum_pos' (fun _ _ =>
      sum_nonneg fun _ _ => mul_self_nonneg _) ⟨a, mem_univ _, sum_pos' (fun _ _ =>
      mul_self_nonneg _) ⟨b, mem_univ _, mul_self_pos.2 hb⟩⟩⟩⟩
  -- the highest occupied and the lowest virtual level
  have : Nonempty o := ⟨i⟩
  have : Nonempty v := ⟨a⟩
  obtain ⟨p, hp⟩ := Finite.exists_max hF.eigenvalues
  obtain ⟨q, hq⟩ := Finite.exists_min hG.eigenvalues
  exact lt_of_lt_of_le (mul_pos (mul_pos two_pos (sub_pos.2 (gap p q))) hn)
    (fockAction_lower_bound hF hG hp hq t)

/-- If the Fock blocks are symmetric and every virtual eigenvalue lies above every occupied one,
the noncanonical MP2 equations have exactly one solution, whatever the integrals `A`. -/
theorem existsUnique_amplitudes (hF : F.IsHermitian) (hG : G.IsHermitian)
    (gap : ∀ i a, hF.eigenvalues i < hG.eigenvalues a) (A : Amp o v) :
    ∃! t, SolvesMP2 F G A t := by
  have inj : Function.Injective (fockAction F G) := by
    refine (injective_iff_map_eq_zero (fockAction F G)).2 fun t ht => ?_
    by_contra hne
    have h := fockAction_pos hF hG gap hne
    rw [ht] at h
    simp [pair] at h
  -- in finite dimension an injective operator is onto
  obtain ⟨t, ht⟩ := LinearMap.injective_iff_surjective.1 inj (-A)
  refine ⟨t, by simp [SolvesMP2, ht], fun s hs => inj ?_⟩
  rw [ht]
  exact eq_neg_of_add_eq_zero_right hs

end NoncanonicalMP2
```

```lean
#print axioms NoncanonicalMP2.existsUnique_amplitudes
```

```
'NoncanonicalMP2.existsUnique_amplitudes' depends on axioms: [propext, Classical.choice, Quot.sound]
```

## From quadratic forms to a unique solution

`dot_symm` moves a symmetric matrix from one side of a dot product to the other. `rayleigh` is the eigenvector expansion above: its inner statement `P` is Parseval's identity, and `hF.mulVec_eigenvectorBasis` supplies $Fu_k=\varepsilon_ku_k$. `pair_fockAction` splits the contraction into the four families, and most of its proof reorders finite sums with `sum_comm`.

`fockAction_lower_bound` replaces the counting of norms by a comparison. For the scalar blocks $\mu\mathbb 1$ and $\nu\mathbb 1$, the map $L$ is multiplication by $2(\nu-\mu)$; this is `hs`. Both sides of the inequality are then split by `pair_fockAction` and compared term by term through `bF` and `bG`.

`fockAction_pos` finds a nonzero entry of `t`, so that `pair t t` is positive, and picks the highest occupied and lowest virtual levels with `Finite.exists_max` and `Finite.exists_min`. In the final theorem, a nonzero `t` in the kernel would give $0<0$, which proves `inj`.

## How injectivity yields existence

The proof turns on `LinearMap.injective_iff_surjective`: a linear map from a finite-dimensional space to itself is injective exactly when it is surjective. This is why `fockAction` is defined as a linear map, with additivity and homogeneity proved in its definition, and not as a bare function. Applied to `inj` and the target `-A`, the lemma delivers the amplitudes without constructing an inverse or diagonalising $L$. Finite dimension is essential to it: on infinite sequences, the shift that inserts a zero in front is linear and injective but not onto.
